# C9 ≤ ¾ α C6 for identical atoms with finitely many dipole transitions of positive strength and frequency

A simulation code that adds three-body dispersion to its pair terms needs a coefficient $C_9$ for every triple of atoms, and may have only polarizabilities and $C_6$ coefficients to build it from. For three atoms of one kind, $\tfrac34\alpha C_6$ is a simple estimate. Without a bound, the sign of its error is unknown, so the three-body energy may come out too strong or too weak. A $C_9$ that is too large for the transition data behind it can also go unnoticed.

## The bound for one species and for three

Let an atom $A$ have finitely many dipole transitions, with oscillator strengths $f^A_i>0$ and frequencies $w^A_i>0$ (often written $\omega$). In atomic units, its static polarizability is

$$\alpha_A=\sum_i \frac{f^A_i}{(w^A_i)^2}.$$

For atoms $A$, $B$ and $C$, the dispersion coefficients are

$$C_6(AB)=\frac32\sum_{i,j}\frac{f^A_i f^B_j}{w^A_i w^B_j(w^A_i+w^B_j)},$$

$$C_9(ABC)=\frac32\sum_{i,j,k}\frac{f^A_i f^B_j f^C_k\,(a+b+c)}{abc\,(a+b)(b+c)(c+a)},$$

where $a=w^A_i$, $b=w^B_j$ and $c=w^C_k$ in each term. Then

$$C_9(ABC)\le\tfrac14\left[\alpha_A C_6(BC)+\alpha_B C_6(AC)+\alpha_C C_6(AB)\right].$$

Equality holds exactly when every choice of one transition per atom gives three equal frequencies. For three identical atoms this becomes $C_9\le\tfrac34\alpha C_6$, with equality exactly when all transition frequencies of the atom coincide.

## What the bound means for a code

The triple-dipole energy is $C_9$ times a factor that depends only on the geometry. For three identical atoms described by a finite list of transitions with positive strengths and frequencies, replacing $C_9$ by $\tfrac34\alpha C_6$ therefore never weakens the three-body term, whether it is attractive or repulsive in that geometry. The estimate is exact for a model with one frequency and too large as soon as two frequencies differ.

The bound also serves as a consistency check on a coefficient table. If $\alpha$, $C_6$ and $C_9$ are meant to come from the same finite list of transitions with positive strengths and frequencies, and $C_9$ exceeds the bound by more than rounding allows, at least one of the three values or its unit is wrong. If they come from different sources, a violation may only show that the sources disagree.

## Derivation from three frequencies

Take one transition from each atom, with frequencies $a,b,c>0$, and leave out the strengths. One quarter of the sum of the three products of a polarizability term and a pair term, minus the triple term, is

$$D=\frac38\left[\frac1{a^2bc(b+c)}+\frac1{b^2ac(a+c)}+\frac1{c^2ab(a+b)}\right]-\frac32\,\frac{a+b+c}{abc\,(a+b)(b+c)(c+a)}.$$

Over the common denominator $N=a^2b^2c^2(a+b)(b+c)(c+a)$ this is

$$D=\frac{3}{8N}\left[bc(a+b)(c+a)+ca(a+b)(b+c)+ab(b+c)(c+a)-4abc(a+b+c)\right].$$

The first product expands to

$$bc(a+b)(c+a)=abc(a+b+c)+b^2c^2,$$

and the other two follow by permuting the letters. The bracket is therefore

$$a^2b^2+b^2c^2+c^2a^2-abc(a+b+c).$$

With $x=ab$, $y=bc$ and $z=ca$, we have $xy+yz+zx=abc(a+b+c)$, so the bracket equals

$$x^2+y^2+z^2-xy-yz-zx=\tfrac12\left[(x-y)^2+(y-z)^2+(z-x)^2\right].$$

Hence

$$D(a,b,c)=\frac{3}{16}\,\frac{(ab-bc)^2+(bc-ca)^2+(ca-ab)^2}{a^2b^2c^2(a+b)(b+c)(c+a)}\ge0.$$

If $D=0$, every square vanishes. Then $bc=ca$ gives $a=b$, and $ca=ab$ gives $b=c$. Conversely, equal frequencies give $D=0$.

Now restore the strengths. Each product of a polarizability and a pair coefficient is a sum over triples of transitions, for example

$$\alpha_A C_6(BC)=\sum_{i,j,k}\frac{f^A_i}{(w^A_i)^2}\cdot\frac32\,\frac{f^B_jf^C_k}{w^B_jw^C_k(w^B_j+w^C_k)}.$$

Every term carries the same weight $f^A_if^B_jf^C_k$ as the matching term of $C_9$. Subtracting term by term gives

$$\tfrac14\left[\alpha_A C_6(BC)+\alpha_B C_6(AC)+\alpha_C C_6(AB)\right]-C_9(ABC)=\sum_{i,j,k}f^A_if^B_jf^C_k\,D(w^A_i,w^B_j,w^C_k).$$

The right-hand side is a sum of nonnegative terms, which proves the bound. It is zero only if each term is zero, and since the weights are positive, each triple of frequencies must then be equal. Setting $A=B=C$ makes the three products on the left the same and gives the factor $\tfrac34$.

## The Lean file

```lean
import Mathlib

open Finset

namespace TripleDipoleBound

noncomputable section

/-- An atom described by its dipole transitions, each with a positive oscillator strength `f`
and a positive frequency `w`. -/
structure Atom (ι : Type*) where
  f : ι → ℝ
  w : ι → ℝ
  f_pos : ∀ i, 0 < f i
  w_pos : ∀ i, 0 < w i

variable {ι κ μ : Type*} [Fintype ι] [Fintype κ] [Fintype μ]

/-- The static dipole polarizability, the sum of `f / w ^ 2` over the transitions. -/
def polarizability (A : Atom ι) : ℝ := ∑ i, A.f i / A.w i ^ 2

/-- The pair dispersion coefficient of two atoms as a sum over their transitions. -/
def C6 (A : Atom ι) (B : Atom κ) : ℝ :=
  3 / 2 * ∑ i, ∑ j, A.f i * B.f j / (A.w i * B.w j * (A.w i + B.w j))

/-- The triple-dipole dispersion coefficient of three atoms as a sum over their transitions. -/
def C9 (A : Atom ι) (B : Atom κ) (C : Atom μ) : ℝ :=
  3 / 2 * ∑ i, ∑ j, ∑ k, A.f i * B.f j * C.f k * (A.w i + B.w j + C.w k) /
    (A.w i * B.w j * C.w k * ((A.w i + B.w j) * (B.w j + C.w k) * (C.w k + A.w i)))

/-- The sum of the squared differences between the pairwise products of three frequencies, times
`3 / 16` and divided by a product that is positive for positive frequencies. -/
def mismatch (a b c : ℝ) : ℝ :=
  3 / 16 * ((a * b - b * c) ^ 2 + (b * c - c * a) ^ 2 + (c * a - a * b) ^ 2) /
    (a ^ 2 * b ^ 2 * c ^ 2 * ((a + b) * (b + c) * (c + a)))

/-- For three positive frequencies, one quarter of the sum of the three products of a polarizability
term and a pair term exceeds the triple-dipole term by exactly the mismatch. -/
theorem triple_identity {a b c : ℝ} (ha : 0 < a) (hb : 0 < b) (hc : 0 < c) :
    1 / 4 * (1 / a ^ 2 * (3 / 2 * (1 / (b * c * (b + c))))
      + 1 / b ^ 2 * (3 / 2 * (1 / (a * c * (a + c))))
      + 1 / c ^ 2 * (3 / 2 * (1 / (a * b * (a + b)))))
      - 3 / 2 * ((a + b + c) / (a * b * c * ((a + b) * (b + c) * (c + a))))
      = mismatch a b c := by
  have hab : a + b ≠ 0 := by positivity
  have hbc : b + c ≠ 0 := by positivity
  have hca : c + a ≠ 0 := by positivity
  rw [add_comm a c]
  unfold mismatch
  field_simp
  ring

/-- The mismatch of three positive frequencies is never negative. -/
theorem mismatch_nonneg {a b c : ℝ} (ha : 0 < a) (hb : 0 < b) (hc : 0 < c) :
    0 ≤ mismatch a b c := by
  unfold mismatch
  positivity

/-- The mismatch of three positive frequencies vanishes exactly when they are all equal. -/
theorem mismatch_eq_zero_iff {a b c : ℝ} (ha : 0 < a) (hb : 0 < b) (hc : 0 < c) :
    mismatch a b c = 0 ↔ a = b ∧ b = c := by
  constructor
  · intro h
    have hd : a ^ 2 * b ^ 2 * c ^ 2 * ((a + b) * (b + c) * (c + a)) ≠ 0 := by positivity
    have hn := (div_eq_zero_iff.mp h).resolve_right hd
    -- a vanishing sum of squares forces each square to vanish
    have h1 : (b * c - c * a) ^ 2 = 0 := by
      nlinarith [sq_nonneg (a * b - b * c), sq_nonneg (b * c - c * a),
        sq_nonneg (c * a - a * b)]
    have h2 : (c * a - a * b) ^ 2 = 0 := by
      nlinarith [sq_nonneg (a * b - b * c), sq_nonneg (b * c - c * a),
        sq_nonneg (c * a - a * b)]
    have h3 : b * c - c * a = 0 := pow_eq_zero_iff (two_ne_zero) |>.mp h1
    have h4 : c * a - a * b = 0 := pow_eq_zero_iff (two_ne_zero) |>.mp h2
    exact ⟨mul_left_cancel₀ hc.ne' (by linarith), mul_left_cancel₀ ha.ne' (by linarith)⟩
  · rintro ⟨rfl, rfl⟩
    simp [mismatch]

/-- One quarter of the three summed products of polarizability and pair coefficient minus the
triple-dipole coefficient is the sum of all frequency mismatches, weighted by the oscillator
strengths. -/
theorem gap_formula (A : Atom ι) (B : Atom κ) (C : Atom μ) :
    1 / 4 * (polarizability A * C6 B C + polarizability B * C6 A C + polarizability C * C6 A B)
      - C9 A B C
      = ∑ i, ∑ j, ∑ k, A.f i * B.f j * C.f k * mismatch (A.w i) (B.w j) (C.w k) := by
  -- write every product as a sum over triples of transitions
  have h1 : polarizability A * C6 B C = ∑ i, ∑ j, ∑ k, A.f i / A.w i ^ 2 *
      (3 / 2 * (B.f j * C.f k / (B.w j * C.w k * (B.w j + C.w k)))) := by
    simp only [polarizability, C6, ← Finset.mul_sum, ← Finset.sum_mul]
  have h2 : polarizability B * C6 A C = ∑ i, ∑ j, ∑ k, B.f j / B.w j ^ 2 *
      (3 / 2 * (A.f i * C.f k / (A.w i * C.w k * (A.w i + C.w k)))) := by
    simp only [polarizability, C6, ← Finset.mul_sum, ← Finset.sum_mul]
  have h3 : polarizability C * C6 A B = ∑ i, ∑ j, ∑ k, C.f k / C.w k ^ 2 *
      (3 / 2 * (A.f i * B.f j / (A.w i * B.w j * (A.w i + B.w j)))) := by
    simp only [polarizability, C6, ← Finset.mul_sum, ← Finset.sum_mul]
  rw [h1, h2, h3, C9]
  simp only [← Finset.sum_add_distrib, Finset.mul_sum, ← Finset.sum_sub_distrib]
  refine Finset.sum_congr rfl fun i _ => Finset.sum_congr rfl fun j _ =>
    Finset.sum_congr rfl fun k _ => ?_
  -- each triple obeys the three-frequency identity
  linear_combination (A.f i * B.f j * C.f k) *
    triple_identity (A.w_pos i) (B.w_pos j) (C.w_pos k)

/-- The triple-dipole coefficient of three atoms is at most one quarter of the sum, over the
three atoms, of the polarizability of one times the pair coefficient of the other two. -/
theorem C9_le (A : Atom ι) (B : Atom κ) (C : Atom μ) :
    C9 A B C ≤ 1 / 4 * (polarizability A * C6 B C + polarizability B * C6 A C
      + polarizability C * C6 A B) := by
  rw [← sub_nonneg, gap_formula]
  exact Finset.sum_nonneg fun i _ => Finset.sum_nonneg fun j _ => Finset.sum_nonneg fun k _ =>
    mul_nonneg (mul_pos (mul_pos (A.f_pos i) (B.f_pos j)) (C.f_pos k)).le
      (mismatch_nonneg (A.w_pos i) (B.w_pos j) (C.w_pos k))

/-- The three-atom bound is an equality exactly when every choice of one transition on each
atom gives three equal frequencies. -/
theorem C9_eq_iff (A : Atom ι) (B : Atom κ) (C : Atom μ) :
    C9 A B C = 1 / 4 * (polarizability A * C6 B C + polarizability B * C6 A C
      + polarizability C * C6 A B) ↔ ∀ i j k, A.w i = B.w j ∧ B.w j = C.w k := by
  have hf : ∀ i j k, 0 < A.f i * B.f j * C.f k := fun i j k =>
    mul_pos (mul_pos (A.f_pos i) (B.f_pos j)) (C.f_pos k)
  have ht : ∀ i j k, 0 ≤ A.f i * B.f j * C.f k * mismatch (A.w i) (B.w j) (C.w k) :=
    fun i j k => mul_nonneg (hf i j k).le
      (mismatch_nonneg (A.w_pos i) (B.w_pos j) (C.w_pos k))
  rw [eq_comm, ← sub_eq_zero, gap_formula]
  constructor
  · intro h i j k
    -- a vanishing sum of nonnegative terms vanishes term by term
    have hi := (Finset.sum_eq_zero_iff_of_nonneg (fun i _ => Finset.sum_nonneg fun j _ =>
      Finset.sum_nonneg fun k _ => ht i j k)).mp h i (Finset.mem_univ i)
    have hj := (Finset.sum_eq_zero_iff_of_nonneg (fun j _ =>
      Finset.sum_nonneg fun k _ => ht i j k)).mp hi j (Finset.mem_univ j)
    have hk := (Finset.sum_eq_zero_iff_of_nonneg (fun k _ => ht i j k)).mp hj k
      (Finset.mem_univ k)
    exact (mismatch_eq_zero_iff (A.w_pos i) (B.w_pos j) (C.w_pos k)).mp
      ((mul_eq_zero.mp hk).resolve_left (hf i j k).ne')
  · intro h
    refine Finset.sum_eq_zero fun i _ => Finset.sum_eq_zero fun j _ =>
      Finset.sum_eq_zero fun k _ => ?_
    rw [(mismatch_eq_zero_iff (A.w_pos i) (B.w_pos j) (C.w_pos k)).mpr (h i j k), mul_zero]

/-- For three identical atoms, `C9` is at most three quarters of the polarizability times `C6`,
with equality exactly when all transition frequencies of the atom coincide. -/
theorem C9_le_identical (A : Atom ι) :
    C9 A A A ≤ 3 / 4 * polarizability A * C6 A A ∧
      (C9 A A A = 3 / 4 * polarizability A * C6 A A ↔ ∀ i j, A.w i = A.w j) := by
  have e : 3 / 4 * polarizability A * C6 A A = 1 / 4 * (polarizability A * C6 A A
      + polarizability A * C6 A A + polarizability A * C6 A A) := by ring
  rw [e]
  refine ⟨C9_le A A A, (C9_eq_iff A A A).trans ?_⟩
  exact ⟨fun h i j => (h i j j).1, fun h i j k => ⟨h i j, h j k⟩⟩

end

end TripleDipoleBound
```

```lean
#print axioms TripleDipoleBound.C9_le_identical
```

```
'TripleDipoleBound.C9_le_identical' depends on axioms: [propext, Classical.choice, Quot.sound]
```

## Atoms and coefficients as Lean objects

An `Atom ι` holds the strengths `f` and frequencies `w` as real functions on an index type `ι`, together with proofs that all their values are positive. The types `ι`, `κ` and `μ` label the transitions of the three atoms and are finite; `μ` is not a dipole moment. The definitions `polarizability`, `C6` and `C9` are the sums given above, and `mismatch` is the name used here for $D$, including its prefactor and denominator.

`C9_le` states the three-atom bound and `C9_eq_iff` its equality case. `C9_le_identical` states both parts for `C9 A A A`, three atoms with the same transition data. An atom with no transitions is allowed: both sides are then zero and the condition on the frequencies holds trivially.

## From the frequency identity to the equality case

`triple_identity` is the calculation of $D$: `field_simp` clears the denominators and `ring` checks the remaining polynomial identity. `mismatch_nonneg` reads the sign from the squares and the positive denominator. In `mismatch_eq_zero_iff`, `nlinarith` deduces that individual squares vanish when their sum does, and cancelling `c` and then `a` gives the equal frequencies.

`gap_formula` first writes the three products as triple sums, in `h1`, `h2` and `h3`. It then compares the sums term by term, where `linear_combination` multiplies the frequency identity by the three strengths. `C9_le` follows because every term is nonnegative. For equality, `C9_eq_iff` applies `Finset.sum_eq_zero_iff_of_nonneg` once for each of the three sums, and then divides out the positive weight. `C9_le_identical` specialises both results to one atom.

## Finite transition lists and real atoms

The theorems hold for any finite number of transitions and any positive values, and no sum rule for the strengths is assumed. They concern real numbers, so a floating-point comparison needs a tolerance, above all when the frequencies nearly coincide and the two sides are almost equal.

The sum-over-states expressions are taken as definitions; their derivation from perturbation theory for isotropic atoms is not part of the proof. The step left to the user is the replacement of a real atom's spectrum, with its infinitely many bound transitions and its continuum, by a finite list that approximates its dipole response.

Positive frequencies and strengths stand for upward transitions from the ground state. A fitted list may break this condition. With strengths $1$ and $-\varepsilon$ at two different frequencies, the gap for three identical atoms is negative for small $\varepsilon>0$, so the bound fails if strengths of arbitrary sign are admitted. A code that reads fitted transition data should check the signs before it applies the bound.
